# The largest CHSH value of a Werner state over spin directions is $2\sqrt2\,p$

A code that scans measurement directions for a noisy singlet and finds no CHSH value above 2 leaves a question open: either no violating directions exist, or the scan missed them. An exact maximum settles it.

Let $S=|\psi\rangle\langle\psi|$ with $\psi=(|{\uparrow\downarrow}\rangle-|{\downarrow\uparrow}\rangle)/\sqrt2$, and let
$$W_p=pS+(1-p)\,I/4,\qquad 0\le p\le1.$$
This is the two-spin Werner state, a mixture of singlets with weight $p$ and completely random spin pairs with weight $1-p$. The weight is not the singlet fidelity, which is $\langle\psi|W_p|\psi\rangle=(1+3p)/4$. For unit vectors $a,a',b,b'$ in $\mathbb R^3$ and the Pauli matrices $\sigma$, define
$$E(a,b)=\mathrm{Tr}\,[W_p\,(a\cdot\sigma\otimes b\cdot\sigma)],\qquad C=E(a,b)+E(a,b')+E(a',b)-E(a',b').$$
The maximum of $C$ is $2\sqrt2\,p$, and some directions give $|C|>2$ if and only if $p>1/\sqrt2$.

## Depolarised pairs in a link simulation

A simulation of entanglement distribution may send one half of a singlet through a depolarising channel $\rho\mapsto\eta\rho+(1-\eta)I/2$, with $0\le\eta\le1$. After $n$ passes the pair is in the state $W_p$ with $p=\eta^n$, so the code can store $p$ alone and return $2\sqrt2\,\eta^n$ in place of a search over directions. For $\eta=0.95$, six passes give about 2.08 and seven give about 1.98: the CHSH violation is lost at the seventh.

## From the correlation to the threshold

Write $A=a\cdot\sigma$ and $B=b\cdot\sigma$, with indices 0 for up and 1 for down. Then
$$\langle\psi|A\otimes B|\psi\rangle=\tfrac12(A_{00}B_{11}+A_{11}B_{00}-A_{01}B_{10}-A_{10}B_{01}).$$
Since $A_{00}=-A_{11}=a_z$ and $A_{01}=\overline{A_{10}}=a_x-ia_y$, this equals $-a_zb_z-(a_xb_x+a_yb_y)=-a\cdot b$. The identity part contributes $\tfrac{1-p}{4}\,\mathrm{Tr}A\,\mathrm{Tr}B=0$. Hence $E(a,b)=-p\,a\cdot b$ and $C=-pG$, where
$$G=a\cdot b+a\cdot b'+a'\cdot b-a'\cdot b'.$$

Expanding two squares for unit vectors gives
$$0\le|\sqrt2a-(b+b')|^2+|\sqrt2a'-(b-b')|^2=2+2+4-2\sqrt2\,G,$$
because $|b+b'|^2+|b-b'|^2=4$. So $G\le2\sqrt2$. Reversing $a$ and $a'$ gives $-G\le2\sqrt2$, hence $|C|\le2\sqrt2\,p$.

The directions $a=(-1,0,0)$, $a'=(0,-1,0)$, $b=(1,1,0)/\sqrt2$, $b'=(1,-1,0)/\sqrt2$ have $G=-4/\sqrt2=-2\sqrt2$, so $C=2\sqrt2\,p$. This exceeds 2 exactly when $p>1/\sqrt2$.

## The Lean file

```lean
import Mathlib

open Matrix
open scoped Kronecker ComplexOrder

namespace WernerCHSH

noncomputable section

/-- The two-spin singlet vector, with amplitudes `1/√2` on up-down and `-1/√2` on down-up. -/
def singlet : Fin 2 × Fin 2 → ℂ := fun s =>
  (((!![0, 1; -1, 0] : Matrix (Fin 2) (Fin 2) ℝ) s.1 s.2 / √2 : ℝ) : ℂ)

/-- The projector onto the singlet, as the outer product of the singlet vector with itself. -/
def singletProj : Matrix (Fin 2 × Fin 2) (Fin 2 × Fin 2) ℂ :=
  vecMulVec singlet (star singlet)

/-- The Werner matrix `p S + (1 - p) I / 4`. -/
def werner (p : ℝ) : Matrix (Fin 2 × Fin 2) (Fin 2 × Fin 2) ℂ :=
  (p : ℂ) • singletProj + (((1 - p) / 4 : ℝ) : ℂ) • 1

/-- The spin observable `a · σ` along the vector `a`, written in the `z` basis. -/
def spin (a : Fin 3 → ℝ) : Matrix (Fin 2) (Fin 2) ℂ :=
  !![(a 2 : ℂ), a 0 - a 1 * Complex.I; a 0 + a 1 * Complex.I, -(a 2 : ℂ)]

/-- The correlation of the spin along `a` on one side with the spin along `b` on the other:
the real part of `Tr (ρ (a · σ ⊗ b · σ))`. -/
def correlation (ρ : Matrix (Fin 2 × Fin 2) (Fin 2 × Fin 2) ℂ) (a b : Fin 3 → ℝ) : ℝ :=
  (trace (ρ * (spin a ⊗ₖ spin b))).re

/-- The CHSH combination of four correlations, with settings `a, a'` on one side
and `b, b'` on the other. -/
def chsh (ρ : Matrix (Fin 2 × Fin 2) (Fin 2 × Fin 2) ℂ) (a a' b b' : Fin 3 → ℝ) : ℝ :=
  correlation ρ a b + correlation ρ a b' + correlation ρ a' b - correlation ρ a' b'

/-- The spin observable along a unit vector squares to the identity. -/
theorem spin_mul_self (a : Fin 3 → ℝ) (ha : a ⬝ᵥ a = 1) : spin a * spin a = 1 := by
  simp only [dotProduct, Fin.sum_univ_three] at ha
  have h : (a 0 : ℂ) * a 0 + a 1 * a 1 + a 2 * a 2 = 1 := by exact_mod_cast ha
  rw [spin, Matrix.mul_fin_two, Matrix.one_fin_two]
  congrm !![?_, ?_; ?_, ?_]
  · linear_combination h - (a 1 : ℂ) ^ 2 * Complex.I_sq
  · ring
  · ring
  · linear_combination h - (a 1 : ℂ) ^ 2 * Complex.I_sq

/-- The entries of the singlet projector are half the products of the signs
of the singlet amplitudes. -/
theorem singletProj_apply (s t : Fin 2 × Fin 2) :
    singletProj s t = (((!![0, 1; -1, 0] : Matrix (Fin 2) (Fin 2) ℝ) s.1 s.2 *
      (!![0, 1; -1, 0] : Matrix (Fin 2) (Fin 2) ℝ) t.1 t.2 / 2 : ℝ) : ℂ) := by
  simp only [singletProj, vecMulVec_apply, Pi.star_apply, singlet, Complex.star_def,
    Complex.conj_ofReal]
  rw [← Complex.ofReal_mul, div_mul_div_comm, Real.mul_self_sqrt (by norm_num)]

/-- For `0 ≤ p ≤ 1` the Werner matrix is a density matrix: positive semidefinite
with unit trace. -/
theorem werner_isDensity (p : ℝ) (hp : 0 ≤ p) (hp1 : p ≤ 1) :
    (werner p).PosSemidef ∧ trace (werner p) = 1 := by
  constructor
  · have h0 : (0 : ℂ) ≤ (p : ℂ) := by exact_mod_cast hp
    have h1 : (0 : ℂ) ≤ (((1 - p) / 4 : ℝ) : ℂ) := by
      have h : 0 ≤ (1 - p) / 4 := by linarith
      exact_mod_cast h
    exact ((posSemidef_vecMulVec_self_star singlet).smul h0).add (PosSemidef.one.smul h1)
  · simp [werner, singletProj_apply, Matrix.trace, Fintype.sum_prod_type, Fin.sum_univ_two]
    ring

/-- In the Werner matrix the spins along `a` and `b` have the real correlation `-p a · b`. -/
theorem trace_werner_spin (p : ℝ) (a b : Fin 3 → ℝ) :
    trace (werner p * (spin a ⊗ₖ spin b)) = ((-(p * (a ⬝ᵥ b)) : ℝ) : ℂ) := by
  simp [werner, singletProj_apply, spin, Matrix.trace, Matrix.mul_apply,
    Fintype.sum_prod_type, Fin.sum_univ_two, Matrix.one_apply, dotProduct,
    Fin.sum_univ_three]
  linear_combination ((p : ℂ) * a 1 * b 1) * Complex.I_sq

/-- The CHSH value of the Werner matrix in terms of scalar products of the directions. -/
theorem chsh_werner (p : ℝ) (a a' b b' : Fin 3 → ℝ) :
    chsh (werner p) a a' b b' =
      -(p * (a ⬝ᵥ b + a ⬝ᵥ b' + a' ⬝ᵥ b - a' ⬝ᵥ b')) := by
  simp only [chsh, correlation, trace_werner_spin, Complex.ofReal_re]
  ring

/-- For four unit vectors the CHSH combination of scalar products is at most `2√2`. -/
theorem directions_le (a a' b b' : Fin 3 → ℝ) (ha : a ⬝ᵥ a = 1) (ha' : a' ⬝ᵥ a' = 1)
    (hb : b ⬝ᵥ b = 1) (hb' : b' ⬝ᵥ b' = 1) :
    a ⬝ᵥ b + a ⬝ᵥ b' + a' ⬝ᵥ b - a' ⬝ᵥ b' ≤ 2 * √2 := by
  have hs : √2 ^ 2 = (2 : ℝ) := Real.sq_sqrt (by norm_num)
  have hs0 : (0 : ℝ) < √2 := Real.sqrt_pos.2 (by norm_num)
  -- a sum of squares that vanishes exactly at the optimal directions
  have key : 0 ≤ ∑ i, ((√2 * a i - (b i + b' i)) ^ 2 + (√2 * a' i - (b i - b' i)) ^ 2) :=
    Finset.sum_nonneg fun i _ => by positivity
  have expand : ∑ i, ((√2 * a i - (b i + b' i)) ^ 2 + (√2 * a' i - (b i - b' i)) ^ 2) =
      8 - 2 * √2 * (a ⬝ᵥ b + a ⬝ᵥ b' + a' ⬝ᵥ b - a' ⬝ᵥ b') := by
    simp only [dotProduct, Fin.sum_univ_three] at ha ha' hb hb' ⊢
    linear_combination √2 ^ 2 * ha + √2 ^ 2 * ha' + 2 * hb + 2 * hb' + 2 * hs
  rw [expand] at key
  by_contra h
  nlinarith [mul_pos hs0 (sub_pos.2 (not_le.1 h))]

/-- For `p ≥ 0` and unit directions, the CHSH value of the Werner matrix is at most `2√2 p`
in absolute value. -/
theorem abs_chsh_le (p : ℝ) (hp : 0 ≤ p) (a a' b b' : Fin 3 → ℝ) (ha : a ⬝ᵥ a = 1)
    (ha' : a' ⬝ᵥ a' = 1) (hb : b ⬝ᵥ b = 1) (hb' : b' ⬝ᵥ b' = 1) :
    |chsh (werner p) a a' b b'| ≤ 2 * √2 * p := by
  have h1 := directions_le a a' b b' ha ha' hb hb'
  -- reversing both directions on one side gives the opposite bound
  have h2 := directions_le (-a) (-a') b b' (by simpa using ha) (by simpa using ha') hb hb'
  simp only [neg_dotProduct] at h2
  have k1 := mul_le_mul_of_nonneg_left h1 hp
  have k2 := mul_le_mul_of_nonneg_left h2 hp
  rw [chsh_werner, abs_le]
  constructor <;> linarith

/-- For `p ≥ 0` the maximum of the CHSH value of the Werner matrix over spin observables
along unit vectors is exactly `2√2 p`. -/
theorem chsh_isGreatest (p : ℝ) (hp : 0 ≤ p) :
    IsGreatest {x : ℝ | ∃ a a' b b' : Fin 3 → ℝ, a ⬝ᵥ a = 1 ∧ a' ⬝ᵥ a' = 1 ∧
      b ⬝ᵥ b = 1 ∧ b' ⬝ᵥ b' = 1 ∧ x = chsh (werner p) a a' b b'} (2 * √2 * p) := by
  have hs : √2 ^ 2 = (2 : ℝ) := Real.sq_sqrt (by norm_num)
  constructor
  · -- orthogonal `a`, `a'`, and the negatives of their normalised sum and difference
    refine ⟨![-1, 0, 0], ![0, -1, 0], ![√2 / 2, √2 / 2, 0], ![√2 / 2, -(√2 / 2), 0],
      ?_, ?_, ?_, ?_, ?_⟩
    · simp [dotProduct, Fin.sum_univ_three]
    · simp [dotProduct, Fin.sum_univ_three]
    · simp only [dotProduct, Fin.sum_univ_three, Matrix.cons_val]
      linear_combination (1 / 2) * hs
    · simp only [dotProduct, Fin.sum_univ_three, Matrix.cons_val]
      linear_combination (1 / 2) * hs
    · rw [chsh_werner]
      simp only [dotProduct, Fin.sum_univ_three, Matrix.cons_val]
      ring
  · rintro x ⟨a, a', b, b', ha, ha', hb, hb', rfl⟩
    exact (le_abs_self _).trans (abs_chsh_le p hp a a' b b' ha ha' hb hb')

/-- For `p ≥ 0`, some spin measurements along unit vectors violate the CHSH inequality
`|CHSH| ≤ 2` in the Werner matrix if and only if `p > 1/√2`. -/
theorem violation_iff (p : ℝ) (hp : 0 ≤ p) :
    (∃ a a' b b' : Fin 3 → ℝ, a ⬝ᵥ a = 1 ∧ a' ⬝ᵥ a' = 1 ∧ b ⬝ᵥ b = 1 ∧ b' ⬝ᵥ b' = 1 ∧
      2 < |chsh (werner p) a a' b b'|) ↔ 1 / √2 < p := by
  have hs0 : (0 : ℝ) < √2 := Real.sqrt_pos.2 (by norm_num)
  rw [div_lt_iff₀ hs0]
  constructor
  · rintro ⟨a, a', b, b', ha, ha', hb, hb', h⟩
    linarith [abs_chsh_le p hp a a' b b' ha ha' hb hb']
  · intro h
    obtain ⟨a, a', b, b', ha, ha', hb, hb', hx⟩ := (chsh_isGreatest p hp).1
    refine ⟨a, a', b, b', ha, ha', hb, hb', lt_of_lt_of_le ?_ (le_abs_self _)⟩
    rw [← hx]
    linarith

end

end WernerCHSH
```

```lean
#print axioms WernerCHSH.spin_mul_self
#print axioms WernerCHSH.werner_isDensity
#print axioms WernerCHSH.chsh_werner
#print axioms WernerCHSH.violation_iff
```

```
'WernerCHSH.spin_mul_self' depends on axioms: [propext, Classical.choice, Quot.sound]
'WernerCHSH.werner_isDensity' depends on axioms: [propext, Classical.choice, Quot.sound]
'WernerCHSH.chsh_werner' depends on axioms: [propext, Classical.choice, Quot.sound]
'WernerCHSH.violation_iff' depends on axioms: [propext, Classical.choice, Quot.sound]
```

## Reading the theorems and their proofs

`werner p` is $W_p$ on the index set `Fin 2 × Fin 2`, and `spin a` is $a\cdot\sigma$, with outcomes $\pm1$ and not $\pm\hbar/2$; components 0, 1, 2 are $x,y,z$. Unit length is the hypothesis `a ⬝ᵥ a = 1`, and `spin_mul_self` shows that such observables square to one. `correlation` takes a real part, which loses nothing here because `trace_werner_spin` shows that the trace is real.

In `chsh_isGreatest`, `IsGreatest` says that $2\sqrt2\,p$ is attained and is an upper bound. Both main theorems assume only $p\ge0$; `werner_isDensity` adds $p\le1$ to obtain a density matrix.

`singletProj_apply` supplies the entries of $S$, `trace_werner_spin` the correlation, and `chsh_werner` the formula $C=-pG$. `directions_le` bounds $G$, and `abs_chsh_le` applies that bound twice, the second time with `-a` and `-a'`. `chsh_isGreatest` adds the explicit directions, and `violation_iff` compares the maximum with 2.

The central device is `linear_combination`, in the step `expand` of `directions_le`. It proves an equation by subtracting stated multiples of known equations and leaving an identity for `ring`. The multiples record the expansion: `√2 ^ 2` for the lengths of $a$ and $a'$, 2 for those of $b$ and $b'$, and 2 for $\sqrt2^2=2$. `nlinarith` is then given the product of $\sqrt2>0$ with the negated bound, which contradicts the nonnegative sum.

The number 2 enters as a given threshold: the CHSH inequality for local hidden variables is not derived, and $p\le1/\sqrt2$ excludes a violation of this one inequality, not of every Bell inequality. General measurements and other Bell inequalities are left aside. Applying the result to a real source also requires that its noise be isotropic, so that the emitted state is $W_p$.
